# Spin-orbit coupling λ L·S with λ > 0 splits an isolated p-level by 3λ/2

In many diamond and zinc-blende semiconductors, the top of the valence band at the zone centre is threefold degenerate when spin is ignored, and its states transform like p orbitals under the symmetries that fix an atom. Spin makes six states of them, and spin-orbit coupling then pushes some away from the others. How many separate from the rest, and by how much, for a given coupling constant?

Take an isolated p-level with Cartesian orbitals \(b,c\in\{x,y,z\}\), orbital matrices \((L_a)_{bc}=-i\varepsilon_{abc}\) and Pauli matrices \(\sigma_a\), in units with \(\hbar=1\). Define

\[
X=\tfrac12\sum_a L_a\otimes\sigma_a,\qquad H=E_0+\lambda X .
\]

Here \(E_0\) is the level's energy without spin-orbit coupling. The real constant \(\lambda\) is an energy that stands for the strength of the relativistic coupling in these orbitals. The operator satisfies

\[
(X-\tfrac12)(X+1)=0 .
\]

For \(\lambda\neq0\), \(H\) has a fourfold level \(E_0+\lambda/2\), a twofold level \(E_0-\lambda\), and no others. For \(\lambda>0\) the twofold level lies lower, by \(3\lambda/2\).

## Converting a coupling constant to a split-off gap

In a tight-binding code with an on-site term \(\lambda\,\mathbf L\cdot\mathbf S\), the term's block on the p orbitals of one atom is \(\lambda X\), up to the choice and order of the basis. For an isolated, non-interacting p-level, placing the twofold level a gap \(\Delta>0\) below the fourfold one requires \(\lambda=2\Delta/3\). If the input constant multiplies \(\mathbf L\cdot\boldsymbol\sigma\), without the factor \(1/2\), the gap is three times that constant. Diagonalising the six-by-six block alone therefore tests both the convention and the degeneracies.

## Factoring the coupling through a spinor

Let \(T\) send a two-component spinor \(\chi\) to the p-state whose Cartesian components are \(\sigma_a\chi\). Since \(\sigma_a^2=1\),

\[
T^\dagger T=\sum_a\sigma_a^2=3 .
\]

The \((a,b)\) block of \(TT^\dagger\) is

\[
\sigma_a\sigma_b=\delta_{ab}+i\sum_c\varepsilon_{abc}\sigma_c .
\]

The same block of \(2X\) is \(\sum_c(L_c)_{ab}\sigma_c=-i\sum_c\varepsilon_{abc}\sigma_c\), because \(\varepsilon_{cab}=\varepsilon_{abc}\). Hence \(2X=1-TT^\dagger\).

Write \(Q=TT^\dagger\). Then \(Q^2=T(T^\dagger T)T^\dagger=3Q\), and

\[
(X-\tfrac12)(X+1)=-\tfrac12Q\cdot\tfrac12(3-Q)=-\tfrac14(3Q-Q^2)=0 .
\]

On a state \(v\), the Hamiltonian acts as

\[
Hv=(E_0+\tfrac{\lambda}{2})v-\tfrac{\lambda}{2}TT^\dagger v .
\]

Let \(\lambda\ne0\).

- **Energy \(E_0+\lambda/2\).** The eigenvalue equation says \(TT^\dagger v=0\). Applying \(T^\dagger\) gives \(3T^\dagger v=0\), so the eigenspace is \(\ker T^\dagger\). Every \(\chi\) equals \(T^\dagger(T\chi/3)\), so \(T^\dagger\) is surjective and its kernel has dimension \(6-2=4\).
- **Energy \(E_0-\lambda\).** The equation gives \(v=T(T^\dagger v/3)\), so \(v\) lies in the range of \(T\). Conversely, \(HT\chi=(E_0+\lambda/2-3\lambda/2)T\chi=(E_0-\lambda)T\chi\). If \(T\chi=0\), then \(3\chi=T^\dagger T\chi=0\), so \(T\) is injective and its range has dimension 2. For normalised \(\chi\), the normalised state is \(T\chi/\sqrt3\).
- **No other energy.** Suppose \(Hv=\mu v\) with \(v\neq0\). If \(T^\dagger v=0\), then \(\mu=E_0+\lambda/2\). Otherwise, applying \(T^\dagger\) gives \(\mu T^\dagger v=(E_0-\lambda)T^\dagger v\), so \(\mu=E_0-\lambda\).

The difference of the two levels is \((E_0+\lambda/2)-(E_0-\lambda)=3\lambda/2\).

## The derivation in Lean

```lean
import Mathlib

open Matrix
open scoped Kronecker

namespace SpinOrbitSplitting

noncomputable section

/-- The Levi-Civita symbol on the three Cartesian directions, with indices read cyclically. -/
def eps (a b c : Fin 3) : ℂ :=
  if b = a + 1 ∧ c = a + 2 then 1 else if b = a + 2 ∧ c = a + 1 then -1 else 0

/-- The orbital angular momentum of Cartesian p-orbitals, `(L_a)_bc = -i ε_abc`. -/
def orbitalL (a : Fin 3) : Matrix (Fin 3) (Fin 3) ℂ :=
  Matrix.of fun b c => -Complex.I * eps a b c

/-- The three Pauli matrices. -/
def pauli : Fin 3 → Matrix (Fin 2) (Fin 2) ℂ :=
  ![!![0, 1; 1, 0], !![0, -Complex.I; Complex.I, 0], !![1, 0; 0, -1]]

/-- The spin-orbit operator `X = (1/2) ∑ₐ L_a ⊗ σ_a` on p-orbitals with spin. -/
def spinOrbit : Matrix (Fin 3 × Fin 2) (Fin 3 × Fin 2) ℂ :=
  (1 / 2 : ℂ) • ∑ a, orbitalL a ⊗ₖ pauli a

/-- The p-level Hamiltonian `E₀ + lam X` with spin-orbit coupling `lam`. -/
def hamiltonian (E₀ lam : ℝ) : Matrix (Fin 3 × Fin 2) (Fin 3 × Fin 2) ℂ :=
  (E₀ : ℂ) • 1 + (lam : ℂ) • spinOrbit

/-- The map `T` taking a spinor `χ` to the p-state with Cartesian components `σ_a χ`. -/
def spinorMap : Matrix (Fin 3 × Fin 2) (Fin 2) ℂ :=
  Matrix.of fun p s => pauli p.1 p.2 s

/-- The spinor map preserves inner products up to a factor: `T† T = 3`. -/
theorem spinorMap_gram : spinorMapᴴ * spinorMap = (3 : ℂ) • 1 := by
  ext i j
  fin_cases i <;> fin_cases j <;>
    simp [Matrix.mul_apply, Fintype.sum_prod_type, Fin.sum_univ_three, Fin.sum_univ_two,
      spinorMap, pauli] <;> norm_num

/-- The spin-orbit operator in terms of the spinor map: `X = (1 - T T†) / 2`. -/
theorem spinOrbit_eq : spinOrbit = (1 / 2 : ℂ) • (1 - spinorMap * spinorMapᴴ) := by
  unfold spinOrbit
  congr 1
  -- entrywise this is the product rule of the Pauli matrices
  ext ⟨a, s⟩ ⟨b, t⟩
  fin_cases a <;> fin_cases b <;> fin_cases s <;> fin_cases t <;>
    simp [Matrix.mul_apply, Matrix.sum_apply, Fin.sum_univ_three, Fin.sum_univ_two,
      spinorMap, pauli, orbitalL, eps]

/-- The spin-orbit operator satisfies `(X - 1/2)(X + 1) = 0`. -/
theorem spinOrbit_quadratic :
    (spinOrbit - (1 / 2 : ℂ) • 1) * (spinOrbit + 1) = 0 := by
  have hQ : spinorMap * spinorMapᴴ * (spinorMap * spinorMapᴴ)
      = (3 : ℂ) • (spinorMap * spinorMapᴴ) := by
    rw [Matrix.mul_assoc, ← Matrix.mul_assoc spinorMapᴴ, spinorMap_gram, Matrix.smul_mul,
      Matrix.one_mul, Matrix.mul_smul]
  rw [spinOrbit_eq]
  generalize spinorMap * spinorMapᴴ = Q at hQ ⊢
  have e1 : (1 / 2 : ℂ) • (1 - Q) - (1 / 2 : ℂ) • 1 = (-1 / 2 : ℂ) • Q := by module
  have e2 : (1 / 2 : ℂ) • (1 - Q) + 1 = (3 / 2 : ℂ) • 1 - (1 / 2 : ℂ) • Q := by module
  rw [e1, e2]
  simp only [mul_sub, smul_mul_smul_comm, mul_one, hQ]
  module

lemma gram_mulVec (χ : Fin 2 → ℂ) :
    spinorMapᴴ *ᵥ (spinorMap *ᵥ χ) = (3 : ℂ) • χ := by
  rw [Matrix.mulVec_mulVec, spinorMap_gram, Matrix.smul_mulVec, Matrix.one_mulVec]

lemma hamiltonian_mulVec (E₀ lam : ℝ) (v : Fin 3 × Fin 2 → ℂ) :
    hamiltonian E₀ lam *ᵥ v = ((E₀ : ℂ) + lam / 2) • v
      - ((lam : ℂ) / 2) • (spinorMap *ᵥ (spinorMapᴴ *ᵥ v)) := by
  unfold hamiltonian
  rw [spinOrbit_eq]
  simp only [Matrix.add_mulVec, Matrix.smul_mulVec, Matrix.sub_mulVec, Matrix.one_mulVec,
    Matrix.mulVec_mulVec]
  module

/-- For nonzero coupling, the states of energy `E₀ + lam/2` are those annihilated by `T†`. -/
theorem eigenspace_quartet (E₀ : ℝ) {lam : ℝ} (hl : lam ≠ 0) :
    Module.End.eigenspace (hamiltonian E₀ lam).mulVecLin ((E₀ : ℂ) + lam / 2)
      = LinearMap.ker spinorMapᴴ.mulVecLin := by
  ext v
  rw [Module.End.mem_eigenspace_iff, LinearMap.mem_ker, Matrix.mulVecLin_apply,
    Matrix.mulVecLin_apply, hamiltonian_mulVec]
  constructor
  · intro h
    have h2 := (smul_eq_zero.mp (sub_eq_self.mp h)).resolve_left (by simpa using hl)
    -- `T T† v = 0` forces `T† v = 0`, since `T† T = 3`
    have h3 := gram_mulVec (spinorMapᴴ *ᵥ v)
    rw [h2, Matrix.mulVec_zero] at h3
    exact (smul_eq_zero.mp h3.symm).resolve_left (by norm_num)
  · intro h
    rw [h, Matrix.mulVec_zero, smul_zero, sub_zero]

/-- For nonzero coupling, the states of energy `E₀ - lam` are those with Cartesian
components `σ_a χ` for some spinor `χ`. -/
theorem eigenspace_doublet (E₀ : ℝ) {lam : ℝ} (hl : lam ≠ 0) :
    Module.End.eigenspace (hamiltonian E₀ lam).mulVecLin ((E₀ : ℂ) - lam)
      = LinearMap.range spinorMap.mulVecLin := by
  ext v
  rw [Module.End.mem_eigenspace_iff, Matrix.mulVecLin_apply, hamiltonian_mulVec,
    LinearMap.mem_range]
  constructor
  · intro h
    refine ⟨(1 / 3 : ℂ) • (spinorMapᴴ *ᵥ v), ?_⟩
    rw [Matrix.mulVecLin_apply, Matrix.mulVec_smul]
    have h1 : (3 * (lam : ℂ) / 2) •
        ((1 / 3 : ℂ) • (spinorMap *ᵥ (spinorMapᴴ *ᵥ v)) - v) = 0 := by
      linear_combination (norm := module) (-1 : ℂ) • h
    exact sub_eq_zero.mp ((smul_eq_zero.mp h1).resolve_left (by simpa using hl))
  · rintro ⟨χ, rfl⟩
    rw [Matrix.mulVecLin_apply, gram_mulVec, Matrix.mulVec_smul]
    module

/-- For nonzero coupling the p-level splits into a fourfold level `E₀ + lam/2` and a twofold
level `E₀ - lam`, and there are no other energies. -/
theorem spinOrbit_levels (E₀ : ℝ) {lam : ℝ} (hl : lam ≠ 0) :
    Module.finrank ℂ (Module.End.eigenspace (hamiltonian E₀ lam).mulVecLin
        ((E₀ : ℂ) + lam / 2)) = 4 ∧
    Module.finrank ℂ (Module.End.eigenspace (hamiltonian E₀ lam).mulVecLin
        ((E₀ : ℂ) - lam)) = 2 ∧
    ∀ μ : ℂ, Module.End.HasEigenvalue (hamiltonian E₀ lam).mulVecLin μ →
      μ = (E₀ : ℂ) + lam / 2 ∨ μ = (E₀ : ℂ) - lam := by
  refine ⟨?_, ?_, ?_⟩
  · -- rank-nullity for the surjective map `T†`
    rw [eigenspace_quartet E₀ hl]
    have r := LinearMap.finrank_range_add_finrank_ker spinorMapᴴ.mulVecLin
    have s : LinearMap.range spinorMapᴴ.mulVecLin = ⊤ :=
      LinearMap.range_eq_top.mpr fun χ => ⟨(1 / 3 : ℂ) • (spinorMap *ᵥ χ), by
        rw [Matrix.mulVecLin_apply, Matrix.mulVec_smul, gram_mulVec]
        module⟩
    rw [s, finrank_top] at r
    simp only [Module.finrank_fintype_fun_eq_card, Fintype.card_prod, Fintype.card_fin] at r
    omega
  · -- `T` is injective on spinors
    rw [eigenspace_doublet E₀ hl, LinearMap.finrank_range_of_inj]
    · simp
    · intro χ φ h
      rw [Matrix.mulVecLin_apply, Matrix.mulVecLin_apply] at h
      have h3 := gram_mulVec χ
      rw [h, gram_mulVec] at h3
      exact (smul_right_injective _ (by norm_num : (3 : ℂ) ≠ 0) h3).symm
  · intro μ h
    obtain ⟨v, hv⟩ := h.exists_hasEigenvector
    have e := hv.apply_eq_smul
    rw [Matrix.mulVecLin_apply, hamiltonian_mulVec] at e
    by_cases c : spinorMapᴴ *ᵥ v = 0
    · left
      rw [c, Matrix.mulVec_zero, smul_zero, sub_zero] at e
      exact (smul_left_injective ℂ hv.2 e).symm
    · right
      -- project the eigenvalue equation onto spinors with `T†`
      have e2 := congrArg (fun u => spinorMapᴴ *ᵥ u) e
      simp only [Matrix.mulVec_sub, Matrix.mulVec_smul, gram_mulVec] at e2
      have e3 : μ • (spinorMapᴴ *ᵥ v) = ((E₀ : ℂ) - lam) • (spinorMapᴴ *ᵥ v) := by
        linear_combination (norm := module) (-1 : ℂ) • e2
      exact smul_left_injective ℂ c e3

/-- For positive coupling, two distinct energies of the p-level differ by `3 lam / 2`; the upper
one is fourfold and the lower one twofold degenerate. -/
theorem split_off_gap (E₀ : ℝ) {lam μ ν : ℝ} (hl : 0 < lam) (hlt : μ < ν)
    (hμ : Module.End.HasEigenvalue (hamiltonian E₀ lam).mulVecLin (μ : ℂ))
    (hν : Module.End.HasEigenvalue (hamiltonian E₀ lam).mulVecLin (ν : ℂ)) :
    ν - μ = 3 * lam / 2 ∧
    Module.finrank ℂ (Module.End.eigenspace (hamiltonian E₀ lam).mulVecLin (ν : ℂ)) = 4 ∧
    Module.finrank ℂ (Module.End.eigenspace (hamiltonian E₀ lam).mulVecLin (μ : ℂ)) = 2 := by
  obtain ⟨h4, h2, hall⟩ := spinOrbit_levels E₀ hl.ne'
  rcases hall _ hμ with a | a <;> rcases hall _ hν with b | b
  · have a' : μ = E₀ + lam / 2 := by exact_mod_cast a
    have b' : ν = E₀ + lam / 2 := by exact_mod_cast b
    linarith
  · have a' : μ = E₀ + lam / 2 := by exact_mod_cast a
    have b' : ν = E₀ - lam := by exact_mod_cast b
    linarith
  · have a' : μ = E₀ - lam := by exact_mod_cast a
    have b' : ν = E₀ + lam / 2 := by exact_mod_cast b
    refine ⟨by linarith, ?_, ?_⟩
    · rw [b]; exact h4
    · rw [a]; exact h2
  · have a' : μ = E₀ - lam := by exact_mod_cast a
    have b' : ν = E₀ - lam := by exact_mod_cast b
    linarith

end

end SpinOrbitSplitting
```

```lean
#print axioms SpinOrbitSplitting.spinOrbit_quadratic
-- 'SpinOrbitSplitting.spinOrbit_quadratic' depends on axioms: [propext, Classical.choice, Quot.sound]
#print axioms SpinOrbitSplitting.spinOrbit_levels
-- 'SpinOrbitSplitting.spinOrbit_levels' depends on axioms: [propext, Classical.choice, Quot.sound]
#print axioms SpinOrbitSplitting.split_off_gap
-- 'SpinOrbitSplitting.split_off_gap' depends on axioms: [propext, Classical.choice, Quot.sound]
```

## Matrices, degeneracies and the steps of the proof

The index type `Fin 3 × Fin 2` lists the orbital first and the spin second, with 0, 1, 2 standing for \(x,y,z\). The matrices `orbitalL`, `pauli` and `spinorMap` are \(L_a\), \(\sigma_a\) and \(T\), and `⊗ₖ` is the Kronecker product. The parameters `E₀` and `lam` are real, while the vectors are complex. A degeneracy is the `finrank` of an eigenspace, that is, the number of independent eigenvectors.

`spinOrbit_quadratic` states the matrix identity. `spinOrbit_levels` gives both dimensions and excludes every other complex eigenvalue. `split_off_gap` takes two real eigenvalues `μ < ν` and returns their difference and degeneracies; the nonzero dimensions in `spinOrbit_levels` ensure that such a pair exists.

The proof follows the derivation above. `spinorMap_gram` and `spinOrbit_eq` check the two relations for \(T\) entry by entry, with `fin_cases` listing the indices. In `spinOrbit_quadratic`, `generalize` replaces \(TT^\dagger\) by `Q`, keeping only \(Q^2=3Q\). `gram_mulVec` and `hamiltonian_mulVec` carry the relations over to vectors, and `eigenspace_quartet` and `eigenspace_doublet` identify the two eigenspaces. `spinOrbit_levels` then uses rank-nullity for the fourfold level, injectivity for the twofold one, and a case split on \(T^\dagger v=0\) for completeness. Finally, `split_off_gap` tries the four assignments of `μ` and `ν` to the levels, and `linarith` rules out the three that contradict their order.

## An isolated level, and the sign of the coupling

The theorems concern exact matrices for one p shell. They contain no crystal field, no mixing with other bands, no dependence on wave vector and no floating-point error, and \(\lambda\) is an input, not derived from a potential. In a full band calculation these effects can shift the gap away from \(3\lambda/2\).

The conditions on \(\lambda\) matter. At \(\lambda=0\) the two levels merge into one sixfold level, so the dimensions 4 and 2 fail. With \(E_0=0\) and \(\lambda=-2\), the fourfold level is at \(-1\) and the twofold one at \(2\): the order is reversed, and the positive difference 3 is not \(3\lambda/2=-3\).

The orbitals could also have been modelled by the complex states \(m=1,0,-1\), with \(L_z\) diagonal. This is a unitary change of basis, so energies and degeneracies stay the same. However, the components of \(T\chi\) would no longer be simply \(\sigma_a\chi\), and comparing matrix entries or state components with a code that stores \(p_x,p_y,p_z\) would need the transformation matrix.
